# As its width shrinks, the ZORA kernel of a point nucleus tends to a delta function on bounded continuous functions, but for 1/2 < γ < 1 its average of $r^{2\gamma-2}$ diverges

For the potential energy $V=-Z/r$ of a point nucleus of charge $Z$, in atomic units with speed of light $c$, the factor $2c^2/(2c^2-V)$ of the zeroth-order regular approximation (ZORA) has radial derivative $w_a(r)=a/(r+a)^2$ with $a=Z/(2c^2)$; this kernel has unit weight on $r>0$, and its average of any bounded continuous $f$ tends to $f(0)$ as $a\to0^+$. For $1/2<\gamma<1$ the function $r^{2\gamma-2}$ is unbounded at the nucleus yet has the finite average $\Gamma(2\gamma-1)\,\Gamma(3-2\gamma)\,a^{2\gamma-2}$, which grows without bound as $a\to0^+$.

```lean
import Mathlib

open MeasureTheory Set Filter Topology

namespace ZoraNuclearKernel

noncomputable section

/-- The ZORA factor `2c² / (2c² - V)` at potential energy `V`, for `V ≠ 2c²`. -/
def zoraFactor (c V : ℝ) : ℝ := 2 * c ^ 2 / (2 * c ^ 2 - V)

/-- The radial kernel `w_a(r) = a / (r + a)²`, for `r + a ≠ 0`. -/
def kernel (a r : ℝ) : ℝ := a / (r + a) ^ 2

/-- The kernel is the radial derivative of `r / (r + a)` wherever `r + a > 0`. -/
theorem hasDerivAt_ratio {a r : ℝ} (h : 0 < r + a) :
    HasDerivAt (fun s : ℝ => s / (s + a)) (kernel a r) r := by
  have h1 := (hasDerivAt_id' r).fun_div ((hasDerivAt_id' r).add_const a) h.ne'
  refine h1.congr_deriv ?_
  unfold kernel
  congr 1
  ring

/-- For a point nucleus of charge `Z > 0` and speed of light `c > 0`, the radial derivative of the
ZORA factor at `r > 0` is the kernel of width `a = Z / (2c²)`. -/
theorem zoraFactor_hasDerivAt {c Z r : ℝ} (hc : 0 < c) (hZ : 0 < Z) (hr : 0 < r) :
    HasDerivAt (fun s : ℝ => zoraFactor c (-Z / s)) (kernel (Z / (2 * c ^ 2)) r) r := by
  refine (hasDerivAt_ratio (by positivity)).congr_of_eventuallyEq ?_
  filter_upwards [lt_mem_nhds hr] with s hs
  have hD : 2 * c ^ 2 * s + Z ≠ 0 := by positivity
  have hA : 2 * c ^ 2 - -Z / s = (2 * c ^ 2 * s + Z) / s := by
    field_simp
    ring
  have hB : s + Z / (2 * c ^ 2) = (2 * c ^ 2 * s + Z) / (2 * c ^ 2) := by
    field_simp
  rw [zoraFactor, hA, hB]
  field_simp

/-- For `a > 0` the kernel is integrable on `r > 0` and has unit weight there. -/
theorem kernel_integral {a : ℝ} (ha : 0 < a) :
    IntegrableOn (kernel a) (Ioi 0) ∧ ∫ r in Ioi 0, kernel a r = 1 := by
  have hd : ∀ r ∈ Ici (0 : ℝ), HasDerivAt (fun s : ℝ => s / (s + a)) (kernel a r) r :=
    fun r hr => hasDerivAt_ratio (add_pos_of_nonneg_of_pos hr ha)
  have hpos : ∀ r ∈ Ioi (0 : ℝ), 0 ≤ kernel a r := fun r _ => by
    unfold kernel
    positivity
  -- far from the nucleus the ratio tends to one
  have hlim : Tendsto (fun s : ℝ => s / (s + a)) atTop (𝓝 1) := by
    have h : Tendsto (fun s : ℝ => 1 - a / (s + a)) atTop (𝓝 (1 - 0)) :=
      tendsto_const_nhds.sub
        (Tendsto.const_div_atTop (tendsto_atTop_add_const_right atTop a tendsto_id) a)
    rw [sub_zero] at h
    refine h.congr' ?_
    filter_upwards [eventually_gt_atTop 0] with s hs
    have : s + a ≠ 0 := by positivity
    field_simp
    ring
  refine ⟨integrableOn_Ioi_deriv_of_nonneg' hd hpos hlim, ?_⟩
  rw [integral_Ioi_of_hasDerivAt_of_nonneg' hd hpos hlim]
  simp

/-- For `a > 0`, averaging `f` with the kernel of width `a` is the same as averaging the
rescaled function `f (a t)` with the kernel of unit width. -/
theorem kernel_scaling {a : ℝ} (ha : 0 < a) (f : ℝ → ℝ) :
    ∫ r in Ioi 0, kernel a r * f r = ∫ t in Ioi 0, kernel 1 t * f (a * t) := by
  have h := integral_comp_mul_left_Ioi (fun r => kernel a r * f r) 0 ha
  simp only [mul_zero, smul_eq_mul] at h
  calc ∫ r in Ioi 0, kernel a r * f r
      = a * ∫ t in Ioi 0, kernel a (a * t) * f (a * t) := by
        rw [h, mul_inv_cancel_left₀ ha.ne']
    _ = ∫ t in Ioi 0, kernel 1 t * f (a * t) := by
        rw [← integral_const_mul]
        refine setIntegral_congr_fun measurableSet_Ioi fun t ht => ?_
        have ht : 0 < t := ht
        have h1 : t + 1 ≠ 0 := by positivity
        have hk : a * kernel a (a * t) = kernel 1 t := by
          unfold kernel
          rw [show a * t + a = a * (t + 1) by ring]
          field_simp
        rw [← mul_assoc, hk]

/-- The kernel acts as a delta function at the nucleus: the average of a function continuous on
`r ≥ 0` and bounded on `r > 0` tends to its value at `r = 0` as `a` tends to zero from above. -/
theorem kernel_delta_limit {f : ℝ → ℝ} {M : ℝ} (hf : ContinuousOn f (Ici 0))
    (hM : ∀ r, 0 < r → |f r| ≤ M) :
    Tendsto (fun a => ∫ r in Ioi 0, kernel a r * f r) (𝓝[>] 0) (𝓝 (f 0)) := by
  obtain ⟨hi, h1⟩ := kernel_integral one_pos
  have key : Tendsto (fun a => ∫ t in Ioi 0, kernel 1 t * f (a * t)) (𝓝[>] 0)
      (𝓝 (∫ t in Ioi 0, kernel 1 t * f 0)) := by
    refine tendsto_integral_filter_of_dominated_convergence (fun t => kernel 1 t * M)
      ?_ ?_ (hi.mul_const M) ?_
    · filter_upwards [self_mem_nhdsWithin] with a ha
      have hc : ContinuousOn (fun t => f (a * t)) (Ioi 0) :=
        hf.comp (by fun_prop) fun t ht =>
          mem_Ici.2 (mul_pos (mem_Ioi.1 ha) (mem_Ioi.1 ht)).le
      exact hi.aestronglyMeasurable.mul (hc.aestronglyMeasurable measurableSet_Ioi)
    · filter_upwards [self_mem_nhdsWithin] with a ha
      refine (ae_restrict_iff' measurableSet_Ioi).2 (ae_of_all _ fun t ht => ?_)
      have hk : 0 ≤ kernel 1 t := by
        unfold kernel
        positivity
      rw [Real.norm_eq_abs, abs_mul, abs_of_nonneg hk]
      exact mul_le_mul_of_nonneg_left (hM _ (mul_pos ha ht)) hk
    · refine (ae_restrict_iff' measurableSet_Ioi).2 (ae_of_all _ fun t ht => ?_)
      have hc : Continuous fun a : ℝ => a * t := by fun_prop
      have h0 := hc.tendsto 0
      simp only [zero_mul] at h0
      have hw : Tendsto (fun a : ℝ => a * t) (𝓝[>] 0) (𝓝[Ici 0] 0) := by
        refine tendsto_nhdsWithin_iff.2 ⟨h0.mono_left nhdsWithin_le_nhds, ?_⟩
        filter_upwards [self_mem_nhdsWithin] with a ha
        exact mem_Ici.2 (mul_pos (mem_Ioi.1 ha) (mem_Ioi.1 ht)).le
      exact ((hf 0 self_mem_Ici).tendsto.comp hw).const_mul _
  rw [integral_mul_const, h1, one_mul] at key
  refine key.congr' ?_
  filter_upwards [self_mem_nhdsWithin] with a ha
  exact (kernel_scaling ha f).symm

/-- For `-1 < p < 1` the average of `t ^ p` with the kernel of unit width is
`Γ(1 + p) Γ(1 - p)`. -/
theorem unit_moment {p : ℝ} (hp : -1 < p) (hp1 : p < 1) :
    ∫ t in Ioi 0, kernel 1 t * t ^ p = Real.Gamma (1 + p) * Real.Gamma (1 - p) := by
  -- substitute u = t / (t + 1), which maps the half-line onto the unit interval
  have himg : (fun t : ℝ => t / (t + 1)) '' Ioi 0 = Ioo 0 1 := by
    ext u
    constructor
    · rintro ⟨t, ht, rfl⟩
      have ht : 0 < t := ht
      constructor
      · show 0 < t / (t + 1)
        positivity
      · show t / (t + 1) < 1
        rw [div_lt_one (by positivity)]
        linarith
    · rintro ⟨h0, h1⟩
      have hne : 1 - u ≠ 0 := (sub_pos.2 h1).ne'
      refine ⟨u / (1 - u), div_pos h0 (sub_pos.2 h1), ?_⟩
      have e : u / (1 - u) + 1 = 1 / (1 - u) := by
        field_simp
        ring
      show u / (1 - u) / (u / (1 - u) + 1) = u
      rw [e]
      field_simp
  have hinj : InjOn (fun t : ℝ => t / (t + 1)) (Ioi 0) := by
    intro x hx y hy h
    have hx : 0 < x := hx
    have hy : 0 < y := hy
    have h : x / (x + 1) = y / (y + 1) := h
    rw [div_eq_div_iff (by positivity) (by positivity)] at h
    linarith
  have hcv := integral_image_eq_integral_abs_deriv_smul measurableSet_Ioi
    (fun t ht => (hasDerivAt_ratio (add_pos ht one_pos)).hasDerivWithinAt) hinj
    (fun u : ℝ => u ^ p * (1 - u) ^ (-p))
  rw [himg] at hcv
  have hint : ∫ t in Ioi 0, kernel 1 t * t ^ p
      = ∫ u in Ioo (0 : ℝ) 1, u ^ p * (1 - u) ^ (-p) := by
    rw [hcv]
    refine setIntegral_congr_fun measurableSet_Ioi fun t ht => ?_
    have ht : 0 < t := ht
    have h1 : 0 < t + 1 := by positivity
    have hk : 0 ≤ kernel 1 t := by
      unfold kernel
      positivity
    have e : 1 - t / (t + 1) = (t + 1)⁻¹ := by
      field_simp
      ring
    rw [abs_of_nonneg hk, smul_eq_mul, e, Real.div_rpow ht.le h1.le, Real.inv_rpow h1.le,
      Real.rpow_neg h1.le, inv_inv, div_mul_cancel₀ _ (Real.rpow_pos_of_pos h1 p).ne']
  -- the result is Euler's Beta integral
  have hbeta : Complex.betaIntegral ((1 + p : ℝ) : ℂ) ((1 - p : ℝ) : ℂ)
      = ((∫ u in Ioo (0 : ℝ) 1, u ^ p * (1 - u) ^ (-p) : ℝ) : ℂ) := by
    rw [Complex.betaIntegral, intervalIntegral.integral_of_le zero_le_one,
      integral_Ioc_eq_integral_Ioo, ← integral_complex_ofReal]
    refine setIntegral_congr_fun measurableSet_Ioo fun u hu => ?_
    have e1 : ((1 + p : ℝ) : ℂ) - 1 = (p : ℂ) := by push_cast; ring
    have e2 : ((1 - p : ℝ) : ℂ) - 1 = ((-p : ℝ) : ℂ) := by push_cast; ring
    rw [e1, e2, Complex.ofReal_mul, Complex.ofReal_cpow hu.1.le,
      Complex.ofReal_cpow (sub_nonneg.2 hu.2.le), Complex.ofReal_sub, Complex.ofReal_one]
  have hG := Complex.Gamma_mul_Gamma_eq_betaIntegral
    (s := ((1 + p : ℝ) : ℂ)) (t := ((1 - p : ℝ) : ℂ))
    (by rw [Complex.ofReal_re]; linarith) (by rw [Complex.ofReal_re]; linarith)
  rw [hbeta, ← Complex.ofReal_add, show 1 + p + (1 - p) = (2 : ℝ) by ring,
    Complex.Gamma_ofReal, Complex.Gamma_ofReal, Complex.Gamma_ofReal, Real.Gamma_two,
    Complex.ofReal_one, one_mul] at hG
  rw [hint]
  exact_mod_cast hG.symm

/-- For `a > 0` and `p < 1`, the power `r ^ p` is integrable against the kernel on `r > 0`
exactly when `p > -1`. -/
theorem integrable_iff {a p : ℝ} (ha : 0 < a) (hp1 : p < 1) :
    IntegrableOn (fun r => kernel a r * r ^ p) (Ioi 0) ↔ -1 < p := by
  constructor
  · intro h
    -- on 0 < r < 1 the kernel is bounded below, so r ^ p itself would be integrable
    rw [← intervalIntegral.integrableOn_Ioo_rpow_iff (zero_lt_one' ℝ)]
    have hsub : Ioo (0 : ℝ) 1 ⊆ Ioi 0 := fun x hx => hx.1
    have h1 := (h.mono_set hsub).const_mul ((1 + a) ^ 2 / a)
    refine Integrable.mono' h1 (by fun_prop : Measurable fun r : ℝ => r ^ p).aestronglyMeasurable
      ((ae_restrict_iff' measurableSet_Ioo).2 (ae_of_all _ fun r hr => ?_))
    have hr0 : 0 < r := hr.1
    have hpos : 0 ≤ r ^ p := Real.rpow_nonneg hr0.le p
    have hk : 1 ≤ (1 + a) ^ 2 / a * kernel a r := by
      have e : (1 + a) ^ 2 / a * (a / (r + a) ^ 2) = (1 + a) ^ 2 / (r + a) ^ 2 := by
        field_simp
      rw [kernel, e, one_le_div (by positivity)]
      exact pow_le_pow_left₀ (by positivity) (by linarith [hr.2]) 2
    rw [Real.norm_of_nonneg hpos]
    calc r ^ p = 1 * r ^ p := (one_mul _).symm
      _ ≤ (1 + a) ^ 2 / a * kernel a r * r ^ p := mul_le_mul_of_nonneg_right hk hpos
      _ = (1 + a) ^ 2 / a * (kernel a r * r ^ p) := by ring
  · intro hp
    -- a non-integrable function would have integral zero, but the moment is positive
    by_contra h
    have h0 := integral_undef h
    have hs : ∫ r in Ioi 0, kernel a r * r ^ p
        = a ^ p * ∫ t in Ioi 0, kernel 1 t * t ^ p := by
      rw [kernel_scaling ha (fun r => r ^ p), ← integral_const_mul]
      refine setIntegral_congr_fun measurableSet_Ioi fun t ht => ?_
      rw [Real.mul_rpow ha.le (le_of_lt ht)]
      ring
    rw [hs, unit_moment hp hp1] at h0
    have g1 := Real.Gamma_pos_of_pos (show 0 < 1 + p by linarith)
    have g2 := Real.Gamma_pos_of_pos (show 0 < 1 - p by linarith)
    exact (mul_pos (Real.rpow_pos_of_pos ha p) (mul_pos g1 g2)).ne' h0

/-- A negative power of the radius grows without bound as `r` tends to zero from above. -/
theorem rpow_diverges {p : ℝ} (hp : p < 0) :
    Tendsto (fun r : ℝ => r ^ p) (𝓝[>] 0) atTop := by
  refine ((tendsto_rpow_atTop (neg_pos.2 hp)).comp tendsto_inv_nhdsGT_zero).congr' ?_
  filter_upwards [self_mem_nhdsWithin] with r hr
  have hr : 0 < r := hr
  rw [Function.comp_apply, Real.inv_rpow hr.le, Real.rpow_neg hr.le, inv_inv]

/-- For `1/2 < γ < 1` and `a > 0`, the function `r ^ (2γ - 2)` diverges at the nucleus, yet it is
integrable against the kernel, with average `Γ(2γ - 1) Γ(3 - 2γ) a ^ (2γ - 2)`. -/
theorem singular_average {a γ : ℝ} (ha : 0 < a) (hγ : 1 / 2 < γ) (hγ1 : γ < 1) :
    Tendsto (fun r : ℝ => r ^ (2 * γ - 2)) (𝓝[>] 0) atTop ∧
    IntegrableOn (fun r => kernel a r * r ^ (2 * γ - 2)) (Ioi 0) ∧
    ∫ r in Ioi 0, kernel a r * r ^ (2 * γ - 2)
      = Real.Gamma (2 * γ - 1) * Real.Gamma (3 - 2 * γ) * a ^ (2 * γ - 2) := by
  refine ⟨rpow_diverges (by linarith),
    (integrable_iff ha (by linarith)).2 (by linarith), ?_⟩
  have hm := unit_moment (p := 2 * γ - 2) (by linarith) (by linarith)
  rw [show 1 + (2 * γ - 2) = 2 * γ - 1 by ring,
    show 1 - (2 * γ - 2) = 3 - 2 * γ by ring] at hm
  rw [kernel_scaling ha (fun r => r ^ (2 * γ - 2)), ← hm, ← integral_mul_const]
  refine setIntegral_congr_fun measurableSet_Ioi fun t ht => ?_
  rw [Real.mul_rpow ha.le (le_of_lt ht)]
  ring

/-- For `1/2 < γ < 1` the kernel average of `r ^ (2γ - 2)` grows without bound as the width `a`
tends to zero from above. -/
theorem singular_average_diverges {γ : ℝ} (hγ : 1 / 2 < γ) (hγ1 : γ < 1) :
    Tendsto (fun a => ∫ r in Ioi 0, kernel a r * r ^ (2 * γ - 2)) (𝓝[>] 0) atTop := by
  have g1 := Real.Gamma_pos_of_pos (show 0 < 2 * γ - 1 by linarith)
  have g2 := Real.Gamma_pos_of_pos (show 0 < 3 - 2 * γ by linarith)
  refine ((rpow_diverges (show 2 * γ - 2 < 0 by linarith)).const_mul_atTop
    (mul_pos g1 g2)).congr' ?_
  filter_upwards [self_mem_nhdsWithin] with a ha
  exact (singular_average ha hγ hγ1).2.2.symm

end

end ZoraNuclearKernel
```

```lean
#print axioms ZoraNuclearKernel.zoraFactor_hasDerivAt
#print axioms ZoraNuclearKernel.kernel_delta_limit
#print axioms ZoraNuclearKernel.singular_average_diverges
```

```
'ZoraNuclearKernel.zoraFactor_hasDerivAt' depends on axioms: [propext, Classical.choice, Quot.sound]
'ZoraNuclearKernel.kernel_delta_limit' depends on axioms: [propext, Classical.choice, Quot.sound]
'ZoraNuclearKernel.singular_average_diverges' depends on axioms: [propext, Classical.choice, Quot.sound]
```

## Radial averages in the Lean statements

`zoraFactor c V` is the ZORA factor at potential energy $V$, in atomic units. `zoraFactor_hasDerivAt` inserts $V=-Z/r$ and identifies the derivative at each $r>0$ as `kernel (Z / (2 * c ^ 2)) r`. In the theorems on averages the width is a positive number that is not tied to $Z$ and $c$.

An average is the Lebesgue integral $\int_0^\infty w_a(r)f(r)\,dr$, written `∫ r in Ioi 0, kernel a r * f r`. The measure is $dr$, without the volume factor $4\pi r^2$. The notation `𝓝[>] 0` means an approach to zero from above.

`kernel_delta_limit` asks that $f$ be continuous on $r\ge0$, including the nucleus, and that $|f(r)|\le M$ for $r>0$. `singular_average` has three parts: the power diverges at the nucleus, its product with the kernel is integrable, and the average has the stated value. Integrability is stated separately because Lean assigns the value zero to the integral of a non-integrable function.

`integrable_iff` locates the boundary: for $p<1$, the power $r^p$ is integrable against the kernel exactly when $p>-1$. With $p=2\gamma-2$ this is the condition $\gamma>1/2$.

## Contact terms near a heavy nucleus

In the ZORA description of the hyperfine coupling between an s electron and a point magnetic dipole at a point nucleus, with the bare potential $V=-Z/r$ and no electronic screening in the ZORA factor, the value of the spin density at the origin is replaced by its average with $w_a$. The delta limit recovers the contact value for a fixed, bounded, continuous density.

Relativistic $j=1/2$ densities at a point nucleus are not bounded. They behave as $r^{2\gamma-2}$ with $\gamma=\sqrt{1-Z^2/c^2}$, so $\gamma>1/2$ means $Z/c<\sqrt3/2$. The value at the origin is then infinite, while the average of this leading power with $w_a$ is finite.

The Lean code takes $\gamma$ as a parameter and does not derive it from a wave equation. It treats the pure power, not a complete density, and has no finite nuclear size. The limit in `singular_average_diverges` also holds $\gamma$ fixed, whereas letting $c$ grow at fixed $Z$ would move $\gamma$ towards 1 as well.

## From the ratio $r/(r+a)$ to a Beta integral

**The kernel.** For the point nucleus,

$$\frac{2c^2}{2c^2+Z/r}=\frac{2c^2r}{2c^2r+Z}=\frac{r}{r+a},\qquad \frac{d}{dr}\frac{r}{r+a}=\frac{(r+a)-r}{(r+a)^2}=w_a(r).$$

`hasDerivAt_ratio` is the quotient rule on the right. `zoraFactor_hasDerivAt` adds the algebra on the left, which holds at all points near a given $r>0$.

**Unit weight.** Integrating the derivative gives

$$\int_0^R w_a(r)\,dr=\frac{R}{R+a}\longrightarrow1\qquad(R\to\infty).$$

In `kernel_integral`, `hlim` is this limit. Since the kernel is non-negative, the fundamental theorem of calculus on the half-line gives both integrability and the value.

**Scaling.** Put $r=at$, so that $dr=a\,dt$. Then

$$w_a(at)\,a\,dt=\frac{a^2}{a^2(t+1)^2}\,dt=w_1(t)\,dt,$$

and therefore

$$\int_0^\infty w_a(r)f(r)\,dr=\int_0^\infty w_1(t)f(at)\,dt.$$

This is `kernel_scaling`. The width now appears only in the argument of $f$.

**Delta limit.** For each $t>0$, continuity gives $f(at)\to f(0)$. The integrand is bounded in absolute value by $M\,w_1(t)$, which is integrable and independent of $a$. Dominated convergence gives $f(0)\int_0^\infty w_1(t)\,dt=f(0)$. The three bullets in `kernel_delta_limit` supply measurability, the bound and the pointwise limit.

**Power moment.** Let $-1<p<1$ and $u=t/(t+1)$. By the first step $du=w_1(t)\,dt$, and $1-u=1/(t+1)$, so $t=u/(1-u)$. Hence

$$\int_0^\infty w_1(t)\,t^p\,dt=\int_0^1u^p(1-u)^{-p}\,du=\frac{\Gamma(1+p)\,\Gamma(1-p)}{\Gamma(2)}=\Gamma(1+p)\,\Gamma(1-p).$$

In `unit_moment`, `himg` and `hinj` show that the substitution maps the half-line one-to-one onto $(0,1)$. `hint` is the change of variables, and `hbeta` matches the result to Mathlib's complex Beta integral.

**Integrability.** Near $r=0$ the kernel is close to $1/a$, so $r^p$ is integrable there exactly when $p>-1$. At large $r$ the integrand behaves as $a\,r^{p-2}$, which is integrable for $p<1$.

For the necessity of $p>-1$, `integrable_iff` uses the bound $w_a(r)\ge a/(1+a)^2$ on $0<r<1$: integrability against the kernel would make $r^p$ itself integrable there. For the converse it takes a shorter route than the estimate at large $r$. A non-integrable function would have integral zero in Lean, but scaling and the moment formula give the positive number $a^p\,\Gamma(1+p)\,\Gamma(1-p)$.

**The singular average.** Set $p=2\gamma-2$. Then $1+p=2\gamma-1$ and $1-p=3-2\gamma$, and scaling contributes $(at)^p=a^pt^p$:

$$\int_0^\infty w_a(r)\,r^{2\gamma-2}\,dr=\Gamma(2\gamma-1)\,\Gamma(3-2\gamma)\,a^{2\gamma-2}.$$

The Gamma factors are positive and the exponent of $a$ is negative, so the average diverges as $a\to0^+$. `rpow_diverges` supplies the growth of a negative power, both for $r$ at the nucleus and for the width $a$.

## The case $\gamma=3/4$ and the two ends of the range

For $\gamma=3/4$ the function is $r^{-1/2}$, and the prefactor is $\Gamma(1/2)\,\Gamma(3/2)=\sqrt\pi\cdot\sqrt\pi/2=\pi/2$. With $c\approx137$ this $\gamma$ belongs to $Z\approx91$, for which $a\approx0.0024$. At the rounded width $a=0.0025$ the average is

$$\frac{\pi}{2}\cdot\frac{1}{\sqrt{0.0025}}=10\pi\approx31.4.$$

Reducing $a$ by a factor of four at fixed $\gamma$ doubles it.

At $\gamma=1$ the power is constant, and `unit_moment` with $p=0$ returns $\Gamma(1)^2=1$, the unit weight. At the other end, as $\gamma\to1/2^+$, the factor $\Gamma(2\gamma-1)$ diverges; at $\gamma=1/2$ the function is $1/r$, which `integrable_iff` excludes.
